# For a band $ak^2+bk^4$ with $b<0$, a positive least-squares mass is heavier than the band-edge mass

Fit a parabola to a few energies near a band minimum, read off an effective mass, and repeat with a wider spacing of the points: the mass can change, although the band has not. If the band has a quartic term, the parabola absorbs part of it, and the fitted number is no longer the mass at the edge. In semiclassical dynamics that error passes directly into the acceleration of a carrier near the edge, which is the applied force divided by the effective mass. The problems below find the size and sign of the error for a single one-dimensional band that is exactly quadratic plus quartic, sampled without noise.

## The band, the samples and the fit

The energy, measured from the band edge, is $E(k)=ak^2+bk^4$ with real $a$ and $b$. The samples are taken at $k_i=hx_i$, where the real numbers $x_i$ fix the pattern of points and $h$ fixes its scale. The index $i$ runs over a finite type `ι`; since `x` is a function on `ι`, a point may occur more than once.

In Lean 4 with Mathlib:

```lean
import Mathlib

open Finset

namespace QuarticBandMassFit

noncomputable section

variable {ι : Type*} [Fintype ι]

/-- The band energy `E(k) = a k² + b k⁴`, measured from the band edge. -/
def band (a b k : ℝ) : ℝ := a * k ^ 2 + b * k ^ 4
```

The trial parabola is $ck^2$. It passes through the band edge by construction, so only its curvature coefficient $c$ is fitted. The misfit is the unweighted sum of squared energy deviations,
$$F(c)=\sum_i\bigl(E(hx_i)-c\,(hx_i)^2\bigr)^2 .$$

```lean
/-- The sum of squared deviations of the parabola `c k²` from the band
at the sampled wave numbers `k = h xᵢ`. -/
def misfit (a b h : ℝ) (x : ι → ℝ) (c : ℝ) : ℝ :=
  ∑ i, (band a b (h * x i) - c * (h * x i) ^ 2) ^ 2
```

A least-squares coefficient is a global minimiser of $F$ over all real numbers. `IsFit` says this and contains no formula for $c$.

```lean
/-- The coefficient `c` is a least-squares fit: no other parabola has a smaller misfit. -/
def IsFit (a b h : ℝ) (x : ι → ℝ) (c : ℝ) : Prop :=
  ∀ c', misfit a b h x c ≤ misfit a b h x c'
```

Write $M_n=\sum_i x_i^n$ for the moments of the pattern, and $R=M_6/M_4$ for the ratio that `momentRatio` denotes.

```lean
/-- The ratio of the sixth to the fourth moment of the sampling pattern,
for patterns that are not all zero. -/
def momentRatio (x : ι → ℝ) : ℝ := (∑ i, x i ^ 6) / ∑ i, x i ^ 4
```

In units with $\hbar=1$ a free particle has $E=k^2/(2m)$, so the parabola $ck^2$ belongs to the mass $m=1/(2c)$. The edge mass is $1/(2a)$, because $E''(0)=2a$.

```lean
/-- The effective mass `1/(2c)` of the parabola `c k²` in units with `ħ = 1`, for `c ≠ 0`. -/
def mass (c : ℝ) : ℝ := 1 / (2 * c)
```

## (a) Even moments

**Task.** Let at least one $x_i$ be nonzero and let $n$ be even. Show that
$$M_n>0 .$$

**Solution.** An even power of a real number is never negative, so every term of $M_n$ is at least zero. The term with $x_i\neq0$ is strictly positive, and so is the sum.

```lean
/-- Every even moment of a sampling pattern that is not all zero is positive. -/
theorem moment_pos {x : ι → ℝ} (hx : ∃ i, x i ≠ 0) {n : ℕ} (hn : Even n) :
    0 < ∑ i, x i ^ n := by
  obtain ⟨i, hi⟩ := hx
  exact Finset.sum_pos' (fun j _ => hn.pow_nonneg (x j)) ⟨i, mem_univ i, hn.pow_pos hi⟩
```

The hypothesis `hx` states that some sample is away from the band edge; it also excludes an empty pattern. The lemma `Finset.sum_pos'` takes the two facts used above, nonnegative terms and one positive term.

## (b) The misfit in terms of moments

**Task.** Show that
$$F(c)=h^4(a-c)^2M_4+2(a-c)\,b\,h^6M_6+b^2h^8M_8 .$$

**Solution.** The deviation at the point $hx_i$ is
$$ah^2x_i^2+bh^4x_i^4-ch^2x_i^2=(a-c)h^2x_i^2+bh^4x_i^4 .$$
Its square is
$$(a-c)^2h^4x_i^4+2(a-c)\,b\,h^6x_i^6+b^2h^8x_i^8 ,$$
and summing over $i$ gives the claim.

```lean
/-- The misfit is a quadratic polynomial in `a - c`, with the fourth, sixth and eighth
moments of the sampling pattern in its coefficients. -/
theorem misfit_expand (a b h : ℝ) (x : ι → ℝ) (c : ℝ) :
    misfit a b h x c = h ^ 4 * (a - c) ^ 2 * ∑ i, x i ^ 4
      + 2 * (a - c) * b * h ^ 6 * ∑ i, x i ^ 6 + b ^ 2 * h ^ 8 * ∑ i, x i ^ 8 := by
  simp only [misfit, band, Finset.mul_sum, ← Finset.sum_add_distrib]
  refine Finset.sum_congr rfl fun i _ => ?_
  ring
```

The `simp only` step unfolds the definitions and gathers the right-hand side into one sum. `Finset.sum_congr` then reduces the equation to a single index, where `ring` does the squaring. No hypothesis on $h$ or the pattern is needed.

## (c) Completing the square

**Task.** Let the pattern be not all zero and put $c_0=a+bh^2R$. Show that
$$F(c)=F(c_0)+h^4M_4\,(c-c_0)^2 .$$

**Solution.** By (a), $M_4>0$, so $M_6=RM_4$. Insert this into (b):
$$F(c)=h^4M_4\bigl[(a-c)^2+2(a-c)\,bh^2R\bigr]+b^2h^8M_8 .$$
The bracket equals $(a-c+bh^2R)^2-(bh^2R)^2$, and $a-c+bh^2R=c_0-c$. Therefore
$$F(c)=h^4M_4(c_0-c)^2-h^4M_4(bh^2R)^2+b^2h^8M_8 .$$
The last two terms do not contain $c$. At $c=c_0$ the first term vanishes, so those two terms together are $F(c_0)$.

```lean
/-- Completing the square: for a pattern that is not all zero, the misfit of `c` exceeds that
of `a + b h² ∑xᵢ⁶/∑xᵢ⁴` by `h⁴ ∑xᵢ⁴` times the squared difference of the two coefficients. -/
theorem misfit_complete_square (a b h : ℝ) {x : ι → ℝ} (hx : ∃ i, x i ≠ 0) (c : ℝ) :
    misfit a b h x c = misfit a b h x (a + b * h ^ 2 * momentRatio x)
      + h ^ 4 * (∑ i, x i ^ 4) * (c - (a + b * h ^ 2 * momentRatio x)) ^ 2 := by
  have hR : momentRatio x * ∑ i, x i ^ 4 = ∑ i, x i ^ 6 :=
    div_mul_cancel₀ _ (moment_pos hx (by decide)).ne'
  rw [misfit_expand, misfit_expand]
  linear_combination
    (-2 * h ^ 4 * (a + b * h ^ 2 * momentRatio x - c) * (b * h ^ 2)) * hR
```

Here `hR` is the relation $RM_4=M_6$. After both misfits are expanded with (b), the two sides of the equation differ only by a multiple of $RM_4-M_6$. `linear_combination` is given that multiple and checks the remaining algebra.

## (d) The least-squares coefficient

**Task.** Let $h>0$ and let the pattern be not all zero. Show that $c$ is a least-squares coefficient if and only if
$$c=a+b\,h^2\,\frac{\sum_i x_i^6}{\sum_i x_i^4} .$$

**Solution.** The right-hand side is $c_0$. Since $h^4M_4>0$, part (c) gives $F(c')\ge F(c_0)$ for every $c'$, so $c_0$ is a minimiser. If $c\neq c_0$, then $(c-c_0)^2>0$ and $F(c)>F(c_0)$, so $c$ is not one.

```lean
/-- For `h > 0` and sampling points that are not all zero, the unique least-squares coefficient
of the band `a k² + b k⁴` is `c = a + b h² ∑xᵢ⁶/∑xᵢ⁴`. -/
theorem isFit_iff (a b : ℝ) {h : ℝ} (hh : 0 < h) {x : ι → ℝ} (hx : ∃ i, x i ≠ 0) (c : ℝ) :
    IsFit a b h x c ↔ c = a + b * h ^ 2 * ((∑ i, x i ^ 6) / ∑ i, x i ^ 4) := by
  change IsFit a b h x c ↔ c = a + b * h ^ 2 * momentRatio x
  have hS : 0 < h ^ 4 * ∑ i, x i ^ 4 := mul_pos (pow_pos hh 4) (moment_pos hx (by decide))
  constructor
  · intro hc
    by_contra hne
    -- any other coefficient has a strictly larger misfit
    have hd : c - (a + b * h ^ 2 * momentRatio x) ≠ 0 := sub_ne_zero.mpr hne
    have hpos := mul_pos hS (pow_pos (abs_pos.mpr hd) 2)
    rw [sq_abs] at hpos
    have h1 := hc (a + b * h ^ 2 * momentRatio x)
    have h2 := misfit_complete_square a b h hx c
    linarith
  · intro hc c'
    have h1 := misfit_complete_square a b h hx c'
    have h2 := mul_nonneg hS.le (sq_nonneg (c' - (a + b * h ^ 2 * momentRatio x)))
    rw [hc]
    linarith
```

The equivalence contains existence (read from right to left) and uniqueness (from left to right). In the first branch of the proof, `hne` assumes $c\neq c_0$, `h1` is minimality compared with $c_0$, and `h2` is the completed square; `linarith` finds the contradiction. The second branch adds the nonnegative square for an arbitrary `c'`. If $h$ were zero, $F$ would vanish for every $c$ and every coefficient would be a fit.

Another recipe is to divide each energy by $k_i^2$ and average the results over the nonzero samples. That yields $a$ plus $bh^2$ times the mean of $x_i^2$ over those samples, which for $b\neq0$ differs from the least-squares value unless all nonzero $|x_i|$ are equal. Least squares in the energy weights each $x_i^2$ by $x_i^4$, so a sample farther out counts for more than one closer in.

## (e) The sign of the mass error

**Task.** Let $a>0$, $h>0$, let the pattern be not all zero, and let the least-squares coefficient $c$ be positive. Show that
$$\frac1{2a}<\frac1{2c}\quad\Longleftrightarrow\quad b<0 .$$

**Solution.** Both denominators are positive, so the left-hand inequality is equivalent to $c<a$. By (d), $c-a=bh^2R$. By (a), $R>0$, so $h^2R>0$ and $c-a$ has the sign of $b$.

```lean
/-- For `h > 0`, sampling points that are not all zero, and positive coefficients `a` (band edge)
and `c` (least-squares fit), the fitted mass is heavier than the true edge mass exactly when the
quartic coefficient `b` is negative. -/
theorem fitted_mass_too_heavy_iff {a b h c : ℝ} (ha : 0 < a) (hh : 0 < h) {x : ι → ℝ}
    (hx : ∃ i, x i ≠ 0) (hfit : IsFit a b h x c) (hc : 0 < c) :
    mass a < mass c ↔ b < 0 := by
  have hR : 0 < h ^ 2 * ((∑ i, x i ^ 6) / ∑ i, x i ^ 4) :=
    mul_pos (pow_pos hh 2) (div_pos (moment_pos hx (by decide)) (moment_pos hx (by decide)))
  have hcf := (isFit_iff a b hh hx c).mp hfit
  rw [mul_assoc] at hcf
  unfold mass
  rw [one_div_lt_one_div (by linarith) (by linarith)]
  constructor
  · intro hlt
    by_contra hb
    have := mul_nonneg (not_lt.mp hb) hR.le
    linarith
  · intro hb
    have := mul_neg_of_neg_of_pos hb hR
    linarith
```

The fit enters through `hfit`, which `isFit_iff` turns into the formula for $c$. The rewriting with `one_div_lt_one_div` replaces the comparison of masses by one of curvatures, and the two branches then settle the sign of $bh^2R$.

The condition $c>0$ is easily forgotten in the statement, since a mass is expected to be positive. Take $a=1$, $b=-1$, $h=2$ and the single sample $x=1$. Then $c=1-4=-3$, and the fitted mass is $-1/6$, below the edge mass $1/2$ although $b<0$. The samples have reached the region where the model band has turned over, so the equivalence fails if negative $c$ is admitted.

## (f) Dependence on the sampling step

**Task.** Let $b<0$ and $0<h_1<h_2$, and use the same pattern, not all zero, at both steps. Let $c_1$ and $c_2$ be the least-squares coefficients, with $c_2>0$. Show that
$$\frac1{2c_1}<\frac1{2c_2} .$$

**Solution.** Subtract the two formulas from (d):
$$c_2-c_1=b\,(h_2^2-h_1^2)\,R .$$
The factor $b$ is negative and the other two are positive, so $0<c_2<c_1$. Taking reciprocals of positive numbers reverses the order.

```lean
/-- For `b < 0`, `0 < h₁ < h₂` and a fixed pattern that is not all zero, enlarging the sampling step
from `h₁` to `h₂` makes the fitted mass strictly heavier, provided the fitted curvature at the
larger step is positive. -/
theorem fitted_mass_increasing {a b h₁ h₂ c₁ c₂ : ℝ} (hb : b < 0) (h1 : 0 < h₁)
    (h12 : h₁ < h₂) {x : ι → ℝ} (hx : ∃ i, x i ≠ 0)
    (hfit₁ : IsFit a b h₁ x c₁) (hfit₂ : IsFit a b h₂ x c₂) (hc₂ : 0 < c₂) :
    mass c₁ < mass c₂ := by
  have hR : 0 < (∑ i, x i ^ 6) / ∑ i, x i ^ 4 :=
    div_pos (moment_pos hx (by decide)) (moment_pos hx (by decide))
  have e₁ := (isFit_iff a b h1 hx c₁).mp hfit₁
  have e₂ := (isFit_iff a b (h1.trans h12) hx c₂).mp hfit₂
  have hsq : 0 < h₂ ^ 2 - h₁ ^ 2 := by nlinarith
  -- the fitted curvature drops as the step grows
  have hdrop := mul_neg_of_neg_of_pos hb (mul_pos hsq hR)
  have hlt : c₂ < c₁ := by
    rw [e₁, e₂]
    linarith
  unfold mass
  exact one_div_lt_one_div_of_lt (by linarith) (by linarith)
```

Positivity is required only at the larger step, because $c_1>c_2$ supplies it at the smaller one. In the code `hsq` is $h_2^2-h_1^2>0$, `hdrop` is the negative product, and `hlt` is $c_2<c_1$.

## (g) An upper bound for the fitted mass

**Task.** Let $h>0$, $b\le0$ and $a+bh^2>0$. Let the pattern be not all zero with $|x_i|\le1$ for all $i$, and let $c$ be the least-squares coefficient. Show that
$$c>0\qquad\text{and}\qquad\frac1{2c}\le\frac1{2(a+bh^2)} .$$

**Solution.** From $x_i^2\le1$ follows $x_i^4-x_i^6=x_i^4(1-x_i^2)\ge0$. Summing gives $M_6\le M_4$, so $R\le1$. Since $bh^2\le0$, multiplication reverses the inequality: $bh^2R\ge bh^2$. Hence
$$c=a+bh^2R\ge a+bh^2>0 ,$$
and taking reciprocals gives the bound.

```lean
/-- If `h > 0`, the samples all lie in `|k| ≤ h` and are not all zero, `b ≤ 0` and `a + b h² > 0`,
then the fitted curvature is positive and the fitted mass is at most `1/(2(a + b h²))`. -/
theorem fitted_mass_le {a b h c : ℝ} (hb : b ≤ 0) (hh : 0 < h) {x : ι → ℝ}
    (hx : ∃ i, x i ≠ 0) (hx1 : ∀ i, |x i| ≤ 1) (hpos : 0 < a + b * h ^ 2)
    (hfit : IsFit a b h x c) :
    0 < c ∧ mass c ≤ mass (a + b * h ^ 2) := by
  have hR : (∑ i, x i ^ 6) / ∑ i, x i ^ 4 ≤ 1 := by
    rw [div_le_one (moment_pos hx (by decide))]
    refine Finset.sum_le_sum fun i _ => ?_
    have h2 : x i ^ 2 ≤ 1 := (sq_le_one_iff_abs_le_one (x i)).mpr (hx1 i)
    have h4 : 0 ≤ x i ^ 4 * (1 - x i ^ 2) :=
      mul_nonneg (by positivity) (by linarith)
    linarith [show x i ^ 4 * (1 - x i ^ 2) = x i ^ 4 - x i ^ 6 by ring]
  have e := (isFit_iff a b hh hx c).mp hfit
  have hle : a + b * h ^ 2 ≤ c := by
    have hbh : b * h ^ 2 ≤ 0 := mul_nonpos_of_nonpos_of_nonneg hb (sq_nonneg h)
    have := mul_nonneg (neg_nonneg.mpr hbh) (sub_nonneg.mpr hR)
    rw [e]
    linarith
  refine ⟨by linarith, ?_⟩
  unfold mass
  exact one_div_le_one_div_of_le (by linarith) (by linarith)

end

end QuarticBandMassFit
```

All samples now lie in $|k|\le h$, so $h$ is a cutoff for the fitting window. The condition $a+bh^2>0$ says that the band energy at the cutoff, $h^2(a+bh^2)$, is still above the edge. The proof obtains `hR` term by term, and `hle` comes from the nonnegative product $(-bh^2)(1-R)$. In this part positivity of $c$ is a conclusion, so it need not be assumed. A single sample at $x=1$ has $R=1$ and attains the bound.

```lean
#print axioms QuarticBandMassFit.fitted_mass_too_heavy_iff
#print axioms QuarticBandMassFit.fitted_mass_increasing
#print axioms QuarticBandMassFit.fitted_mass_le
```

```
'QuarticBandMassFit.fitted_mass_too_heavy_iff' depends on axioms: [propext, Classical.choice, Quot.sound]
'QuarticBandMassFit.fitted_mass_increasing' depends on axioms: [propext, Classical.choice, Quot.sound]
'QuarticBandMassFit.fitted_mass_le' depends on axioms: [propext, Classical.choice, Quot.sound]
```

## Five points from a band-structure run

Suppose a calculation returns energies at $k=0,\pm h/2,\pm h$, and the value at $k=0$ is subtracted from all of them. The pattern is $x=0,\pm\tfrac12,\pm1$, with
$$M_4=\tfrac{17}{8},\qquad M_6=\tfrac{65}{32},\qquad R=\tfrac{65}{68}\approx0.956 .$$
Take a model band with $a=\tfrac12$ and $b=-1$ in matching units, so that the edge mass is $1$. The fit then gives:

| $h$ | $c$ | fitted mass | bound from (g) |
|---|---|---|---|
| $0.1$ | $0.4904$ | $1.019$ | $1.020$ |
| $0.2$ | $0.4618$ | $1.083$ | $1.087$ |

Doubling the window multiplies the curvature error $a-c$ by four. In a relaxation-time estimate with fixed $\tau$, where the mobility is proportional to $\tau/m$, the wider window would lower the mobility of this model band by about 8% relative to the edge-mass value. Since $c$ is linear in $h^2$ for this band, fits with the same pattern at two different steps determine $a$, and with it the edge mass, by a straight line through the two values of $c$ extended to $h^2=0$. A real band also has higher even terms, and the line is then only approximate.
